# For Hermitian matrices H and W, H − iW is normal exactly when HW = WH, and its modes are then eigenvectors of both H and W

A particle hops between a few sites and can leak out of them. I describe it by an effective Hamiltonian $H - iW$, where the Hermitian matrix $H$ holds the energies and couplings and the Hermitian matrix $W$ holds the loss. Diagonalising gives complex eigenvalues $E - ig$, and I read $E$ as the energy of the mode and $g$ as its loss rate. But is the mode then an eigenvector of $H$ with energy $E$ and of $W$ with rate $g$? I believe this holds when $H$ and $W$ commute, and that commuting is the same as $H - iW$ being normal. I would like to see both claims derived properly and checked in Lean.

## Commuting loss separates the complex eigenvalue

Both claims are correct for matrices of any finite size. If $H$ and $W$ do not commute, $E$ and $g$ are still the mean values of $H$ and $W$ in the mode, but the mode may be an eigenvector of neither.

Write $A = H - iW$. Since $H$ and $W$ are Hermitian, $A^\dagger = H + iW$. The two products are

$$AA^\dagger = H^2 + iHW - iWH + W^2,$$
$$A^\dagger A = H^2 - iHW + iWH + W^2,$$

so that

$$AA^\dagger - A^\dagger A = 2i\,(HW - WH).$$

The left side vanishes exactly when $A$ is normal, and the right side exactly when $H$ and $W$ commute.

Now let $A$ be normal and let $Av = zv$. Put $B = A - z$, where $z$ stands for $z$ times the identity. Subtracting a multiple of the identity does not change the commutator with the adjoint, so $B$ is normal too, and $Bv = 0$. Therefore

$$\|B^\dagger v\|^2 = v^\dagger B B^\dagger v = v^\dagger B^\dagger B v = 0,$$

which gives $B^\dagger v = 0$, or $A^\dagger v = z^* v$. With $z = E - ig$ and $E, g$ real, there are now two equations:

$$Hv - iWv = (E - ig)v, \qquad Hv + iWv = (E + ig)v.$$

Half their sum is $Hv = Ev$. Subtracting the first from the second and dividing by $2i$ gives $Wv = gv$. Conversely, if $Hv = Ev$ and $Wv = gv$, then $(H - iW)v = (E - ig)v$ at once, whether or not $A$ is normal.

## Mean values without commutation, orthogonality with it

For general Hermitian $H$ and $W$, multiply the eigenvalue equation by $v^\dagger$ from the left:

$$v^\dagger H v - i\,v^\dagger W v = (E - ig)\,v^\dagger v.$$

The numbers $v^\dagger H v$, $v^\dagger W v$ and $v^\dagger v$ are real. Comparing real and imaginary parts gives $v^\dagger H v = E\,v^\dagger v$ and $v^\dagger W v = g\,v^\dagger v$. For $v \neq 0$, division by $v^\dagger v$ turns these into expectation values.

If $H$ and $W$ commute, take a second mode $w$ with eigenvalue $E' - ig'$. Both modes are eigenvectors of $H$, so

$$E'\,v^\dagger w = v^\dagger H w = (Hv)^\dagger w = E\,v^\dagger w,$$

and $E \neq E'$ forces $v^\dagger w = 0$. If the loss rates differ instead, the same argument works with $W$.

The Pauli matrices $H = \sigma_x$, $W = \sigma_z$ show what can happen without commutation. The normalised vector $(1, i)/\sqrt2$ satisfies $(H - iW)v = 0$, so $E = g = 0$, and both mean values are indeed zero. Yet $\sigma_x$ sends $(1, i)$ to $(i, 1)$ and $\sigma_z$ sends it to $(1, -i)$, and neither is a multiple of $(1, i)$. Here $W$ has the eigenvalue $-1$, which means gain on the second site. Replacing $W$ by $1 + \sigma_z$ removes the gain and keeps the same mode, now with $g = 1$, and it is still an eigenvector of neither matrix.

For a commuting pair, keep $H = \sigma_x$ and take $W = 2 + \sigma_x$. The symmetric state $(1, 1)/\sqrt2$ then has energy $1$ and loss rate $3$.

## Reading the Lean statements

The sites or basis states are the elements of a finite type `n`, and a state is a function `n → ℂ`. The matrix $H - iW$ is `effectiveHamiltonian H W`, `Aᴴ` is the adjoint, `*ᵥ` applies a matrix to a vector, and `star v ⬝ᵥ w` is the inner product $v^\dagger w$, conjugated in its first entry. `IsNormalMatrix A` is the equation $AA^\dagger = A^\dagger A$.

The main theorem, `compatible_loss`, assumes only that `H` and `W` are Hermitian. Its first part is the equivalence between normality and `H * W = W * H`. Its second part says that, under normality, the eigenvalue equation for $E - ig$ holds if and only if $Hv = Ev$ and $Wv = gv$. Here `E` and `g` are real numbers read as complex ones; this excludes no eigenvalue, since every complex number has the form $E - ig$. The vector may be zero, in which case all the equations hold trivially; a physical mode is a nonzero `v`.

With $\hbar = 1$, a mode evolves as $e^{-iEt}e^{-gt}$ whether or not $H$ and $W$ commute, so $g$ is the decay rate of the amplitude and the population decays at rate $2g$. The matrix $W$ stands for absorption or leakage out of the modelled space. It is not required to be positive, so a negative $g$, meaning gain, is allowed. The form $H - iW$ is assumed and not derived from a coupling to an environment. The theorems neither treat infinite-dimensional spaces nor construct a complete orthonormal set of modes.

```lean
import Mathlib

open Matrix
open scoped ComplexOrder

namespace CompatibleLoss

variable {n : Type*} [Fintype n] [DecidableEq n]

/-- The effective Hamiltonian `H - iW` with energy part `H` and loss part `W`. -/
noncomputable def effectiveHamiltonian (H W : Matrix n n ℂ) : Matrix n n ℂ :=
  H - Complex.I • W

/-- A matrix is normal when it commutes with its adjoint. -/
def IsNormalMatrix (A : Matrix n n ℂ) : Prop := A * Aᴴ = Aᴴ * A

omit [Fintype n] [DecidableEq n] in
/-- For Hermitian `H` and `W`, the adjoint of `H - iW` is `H + iW`. -/
theorem adjoint_effectiveHamiltonian {H W : Matrix n n ℂ}
    (hH : H.IsHermitian) (hW : W.IsHermitian) :
    (effectiveHamiltonian H W)ᴴ = H + Complex.I • W := by
  simp [effectiveHamiltonian, conjTranspose_sub, conjTranspose_smul, hH.eq, hW.eq]

omit [DecidableEq n] in
/-- For Hermitian `H` and `W`, the commutator of `H - iW` with its adjoint is `2i` times the
commutator of `H` and `W`. -/
theorem self_commutator {H W : Matrix n n ℂ} (hH : H.IsHermitian) (hW : W.IsHermitian) :
    effectiveHamiltonian H W * (effectiveHamiltonian H W)ᴴ
      - (effectiveHamiltonian H W)ᴴ * effectiveHamiltonian H W
      = (2 * Complex.I) • (H * W - W * H) := by
  rw [adjoint_effectiveHamiltonian hH hW, effectiveHamiltonian]
  simp only [sub_mul, mul_add, add_mul, mul_sub, Matrix.smul_mul, Matrix.mul_smul]
  module

/-- An eigenvector of a normal matrix is an eigenvector of the adjoint, with the conjugate
eigenvalue. -/
theorem adjoint_eigenvector {A : Matrix n n ℂ} (hA : IsNormalMatrix A) {v : n → ℂ} {z : ℂ}
    (h : A *ᵥ v = z • v) : Aᴴ *ᵥ v = star z • v := by
  have hA' : A * Aᴴ = Aᴴ * A := hA
  have hBs : (A - z • (1 : Matrix n n ℂ))ᴴ = Aᴴ - star z • (1 : Matrix n n ℂ) := by
    rw [conjTranspose_sub, conjTranspose_smul, conjTranspose_one]
  -- the shifted matrix is normal as well
  have hB : (A - z • (1 : Matrix n n ℂ)) * (A - z • (1 : Matrix n n ℂ))ᴴ
      = (A - z • (1 : Matrix n n ℂ))ᴴ * (A - z • (1 : Matrix n n ℂ)) := by
    rw [hBs]
    simp only [sub_mul, mul_sub, Matrix.smul_mul, Matrix.mul_smul, mul_one, one_mul]
    rw [hA']
    module
  have hv : (A - z • (1 : Matrix n n ℂ)) *ᵥ v = 0 := by
    rw [sub_mulVec, smul_mulVec, one_mulVec, h, sub_self]
  -- a normal matrix and its adjoint annihilate the same vectors
  have h0 := (self_mul_conjTranspose_mulVec_eq_zero (A - z • (1 : Matrix n n ℂ)) v).mp
    (by rw [hB, ← mulVec_mulVec, hv, mulVec_zero])
  rw [hBs, sub_mulVec, smul_mulVec, one_mulVec] at h0
  exact sub_eq_zero.mp h0

/-- Compatible loss, for Hermitian `H` and `W`: the matrix `H - iW` is normal exactly when `H` and
`W` commute, and then a state has complex energy `E - ig` exactly when it has energy `E` under `H`
and loss rate `g` under `W`. -/
theorem compatible_loss {H W : Matrix n n ℂ} (hH : H.IsHermitian) (hW : W.IsHermitian) :
    (IsNormalMatrix (effectiveHamiltonian H W) ↔ H * W = W * H) ∧
    (IsNormalMatrix (effectiveHamiltonian H W) → ∀ (v : n → ℂ) (E g : ℝ),
      (effectiveHamiltonian H W *ᵥ v = ((E : ℂ) - Complex.I * (g : ℂ)) • v ↔
        H *ᵥ v = (E : ℂ) • v ∧ W *ᵥ v = (g : ℂ) • v)) := by
  refine ⟨?_, ?_⟩
  · have hc := self_commutator hH hW
    constructor
    · intro h
      have h' : effectiveHamiltonian H W * (effectiveHamiltonian H W)ᴴ
        = (effectiveHamiltonian H W)ᴴ * effectiveHamiltonian H W := h
      rw [h', sub_self] at hc
      exact sub_eq_zero.mp ((smul_eq_zero.mp hc.symm).resolve_left (by simp))
    · intro h
      rw [h, sub_self, smul_zero] at hc
      exact sub_eq_zero.mp hc
  · intro hN v E g
    constructor
    · intro h
      have hs : star ((E : ℂ) - Complex.I * (g : ℂ)) = (E : ℂ) + Complex.I * (g : ℂ) := by
        apply Complex.ext <;> simp
      have h2 := adjoint_eigenvector hN h
      rw [hs, adjoint_effectiveHamiltonian hH hW] at h2
      -- half the sum gives `H`; half the difference, times `i`, gives `W`
      constructor <;> ext k <;> have e1 := congrFun h k <;> have e2 := congrFun h2 k <;>
        simp only [effectiveHamiltonian, sub_mulVec, add_mulVec, smul_mulVec, Pi.sub_apply,
          Pi.add_apply, Pi.smul_apply, smul_eq_mul] at e1 e2 ⊢
      · linear_combination (1 / 2 : ℂ) * e1 + (1 / 2 : ℂ) * e2
      · linear_combination (Complex.I / 2) * e1 - (Complex.I / 2) * e2
          + ((W *ᵥ v) k - (g : ℂ) * v k) * Complex.I_sq
    · rintro ⟨h1, h2⟩
      rw [effectiveHamiltonian, sub_mulVec, smul_mulVec, h1, h2]
      module

omit [DecidableEq n] in
/-- A Hermitian matrix can be moved from one side of the inner product to the other. -/
theorem hermitian_form {K : Matrix n n ℂ} (hK : K.IsHermitian) (v w : n → ℂ) :
    star v ⬝ᵥ (K *ᵥ w) = star (K *ᵥ v) ⬝ᵥ w := by
  rw [star_mulVec, hK.eq, dotProduct_mulVec]

omit [DecidableEq n] in
/-- Even when the Hermitian matrices `H` and `W` do not commute, an eigenvector of `H - iW` with
eigenvalue `E - ig` has mean energy `E` and mean loss rate `g` (written without dividing by the
norm). -/
theorem mean_energy_and_loss {H W : Matrix n n ℂ} (hH : H.IsHermitian) (hW : W.IsHermitian)
    {v : n → ℂ} {E g : ℝ}
    (h : effectiveHamiltonian H W *ᵥ v = ((E : ℂ) - Complex.I * (g : ℂ)) • v) :
    star v ⬝ᵥ (H *ᵥ v) = (E : ℂ) * (star v ⬝ᵥ v) ∧
    star v ⬝ᵥ (W *ᵥ v) = (g : ℂ) * (star v ⬝ᵥ v) := by
  -- real numbers in a complex equation: compare real and imaginary parts
  have key : ∀ q r m : ℂ, q = star q → r = star r → m = star m →
      q - Complex.I * r = ((E : ℂ) - Complex.I * (g : ℂ)) * m →
      q = (E : ℂ) * m ∧ r = (g : ℂ) * m := by
    clear h hH hW
    intro q r m hq hr hm e
    have real : ∀ z : ℂ, z = star z → z.im = 0 := by
      intro z hz
      have h1 : z.im = -z.im := congrArg Complex.im hz
      linarith
    have hq' := real q hq
    have hr' := real r hr
    have hm' := real m hm
    have a := congrArg Complex.re e
    have b := congrArg Complex.im e
    simp only [Complex.sub_re, Complex.sub_im, Complex.mul_re, Complex.mul_im, Complex.I_re,
      Complex.I_im, Complex.ofReal_re, Complex.ofReal_im, hq', hr', hm'] at a b
    constructor <;> apply Complex.ext <;>
      simp only [Complex.mul_re, Complex.mul_im, Complex.ofReal_re, Complex.ofReal_im,
        hq', hr', hm'] <;> linarith
  -- the three quadratic forms are real
  have hq : star v ⬝ᵥ (H *ᵥ v) = star (star v ⬝ᵥ (H *ᵥ v)) :=
    (hermitian_form hH v v).trans (star_dotProduct (H *ᵥ v) v)
  have hr : star v ⬝ᵥ (W *ᵥ v) = star (star v ⬝ᵥ (W *ᵥ v)) :=
    (hermitian_form hW v v).trans (star_dotProduct (W *ᵥ v) v)
  have hm : star v ⬝ᵥ v = star (star v ⬝ᵥ v) := star_dotProduct v v
  have e := congrArg (fun x => star v ⬝ᵥ x) h
  simp only [effectiveHamiltonian, sub_mulVec, smul_mulVec, dotProduct_sub, dotProduct_smul,
    smul_eq_mul] at e
  exact key _ _ _ hq hr hm e

/-- For commuting Hermitian `H` and `W`, two modes of `H - iW` that differ in energy or in loss rate
are orthogonal. -/
theorem modes_orthogonal {H W : Matrix n n ℂ} (hH : H.IsHermitian) (hW : W.IsHermitian)
    (hc : H * W = W * H) {v w : n → ℂ} {E g E' g' : ℝ}
    (hv : effectiveHamiltonian H W *ᵥ v = ((E : ℂ) - Complex.I * (g : ℂ)) • v)
    (hw : effectiveHamiltonian H W *ᵥ w = ((E' : ℂ) - Complex.I * (g' : ℂ)) • w)
    (hne : E ≠ E' ∨ g ≠ g') : star v ⬝ᵥ w = 0 := by
  -- distinct real eigenvalues of one Hermitian matrix force orthogonality
  have key : ∀ (K : Matrix n n ℂ) (a b : ℝ), K.IsHermitian → K *ᵥ v = (a : ℂ) • v →
      K *ᵥ w = (b : ℂ) • w → a ≠ b → star v ⬝ᵥ w = 0 := by
    intro K a b hK h1 h2 hab
    have e := hermitian_form hK v w
    rw [h1, h2, dotProduct_smul, star_smul, smul_dotProduct] at e
    simp only [smul_eq_mul, Complex.star_def, Complex.conj_ofReal] at e
    have e' : ((b : ℂ) - (a : ℂ)) * (star v ⬝ᵥ w) = 0 := by linear_combination e
    exact (mul_eq_zero.mp e').resolve_left (sub_ne_zero.mpr (by exact_mod_cast hab.symm))
  obtain ⟨hiff, hmodes⟩ := compatible_loss hH hW
  have hN := hiff.mpr hc
  obtain ⟨v1, v2⟩ := (hmodes hN v E g).mp hv
  obtain ⟨w1, w2⟩ := (hmodes hN w E' g').mp hw
  rcases hne with h | h
  · exact key H E E' hH v1 w1 h
  · exact key W g g' hW v2 w2 h

/-- For `H = σx` and `W = σz` the vector `(1, i)` is an eigenvector of `H - iW` with eigenvalue
zero, but an eigenvector of neither `H` nor `W`. -/
theorem incompatible_loss_example :
    effectiveHamiltonian (n := Fin 2) !![0, 1; 1, 0] !![1, 0; 0, -1] *ᵥ ![1, Complex.I] = 0 ∧
    (∀ c : ℂ, (!![0, 1; 1, 0] : Matrix (Fin 2) (Fin 2) ℂ) *ᵥ ![1, Complex.I]
      ≠ c • (![1, Complex.I] : Fin 2 → ℂ)) ∧
    (∀ c : ℂ, (!![1, 0; 0, -1] : Matrix (Fin 2) (Fin 2) ℂ) *ᵥ ![1, Complex.I]
      ≠ c • (![1, Complex.I] : Fin 2 → ℂ)) := by
  refine ⟨?_, ?_, ?_⟩
  · ext k
    fin_cases k <;> simp [effectiveHamiltonian, mulVec, dotProduct, Fin.sum_univ_two]
  · intro c h
    have h0 : Complex.I = c := by
      simpa [mulVec, dotProduct, Fin.sum_univ_two] using congrFun h 0
    have h1 : (1 : ℂ) = c * Complex.I := by
      simpa [mulVec, dotProduct, Fin.sum_univ_two] using congrFun h 1
    rw [← h0] at h1
    have h2 := congrArg Complex.re h1
    norm_num at h2
  · intro c h
    have h0 : (1 : ℂ) = c := by
      simpa [mulVec, dotProduct, Fin.sum_univ_two] using congrFun h 0
    have h1 : -Complex.I = c * Complex.I := by
      simpa [mulVec, dotProduct, Fin.sum_univ_two] using congrFun h 1
    rw [← h0] at h1
    have h2 := congrArg Complex.im h1
    norm_num at h2

/-- Two coupled sites with commuting Hermitian energy and loss matrices, and the symmetric
vector `(1, 1)` as a mode with complex energy `1 - 3i`. -/
theorem compatible_loss_witness :
    (!![0, 1; 1, 0] : Matrix (Fin 2) (Fin 2) ℂ).IsHermitian ∧
    (!![2, 1; 1, 2] : Matrix (Fin 2) (Fin 2) ℂ).IsHermitian ∧
    (!![0, 1; 1, 0] * !![2, 1; 1, 2] : Matrix (Fin 2) (Fin 2) ℂ)
      = !![2, 1; 1, 2] * !![0, 1; 1, 0] ∧
    effectiveHamiltonian (n := Fin 2) !![0, 1; 1, 0] !![2, 1; 1, 2] *ᵥ ![1, 1]
      = (((1 : ℝ) : ℂ) - Complex.I * ((3 : ℝ) : ℂ)) • (![1, 1] : Fin 2 → ℂ) := by
  refine ⟨?_, ?_, ?_, ?_⟩
  · unfold Matrix.IsHermitian
    ext i j
    fin_cases i <;> fin_cases j <;> simp [conjTranspose_apply]
  · unfold Matrix.IsHermitian
    ext i j
    fin_cases i <;> fin_cases j <;> simp [conjTranspose_apply]
  · ext i j
    fin_cases i <;> fin_cases j <;> simp [Matrix.mul_apply, Fin.sum_univ_two]
  · ext k
    fin_cases k <;> simp [effectiveHamiltonian, mulVec, dotProduct, Fin.sum_univ_two] <;> ring

end CompatibleLoss
```

```lean
#print axioms CompatibleLoss.compatible_loss
#print axioms CompatibleLoss.mean_energy_and_loss
#print axioms CompatibleLoss.modes_orthogonal
#print axioms CompatibleLoss.incompatible_loss_example
```

```
'CompatibleLoss.compatible_loss' depends on axioms: [propext, Classical.choice, Quot.sound]
'CompatibleLoss.mean_energy_and_loss' depends on axioms: [propext, Classical.choice, Quot.sound]
'CompatibleLoss.modes_orthogonal' depends on axioms: [propext, Classical.choice, Quot.sound]
'CompatibleLoss.incompatible_loss_example' depends on axioms: [propext, Classical.choice, Quot.sound]
```

## How the proof follows the algebra

`adjoint_effectiveHamiltonian` computes $A^\dagger = H + iW$. `self_commutator` multiplies out the two products, and the tactic `module` collects the terms into $2i(HW - WH)$.

`adjoint_eigenvector` is the shift argument. Its step `hB` shows that $B = A - z$ is normal, and `hv` shows that $Bv = 0$. The Mathlib lemma `self_mul_conjTranspose_mulVec_eq_zero` then passes from $BB^\dagger v = 0$ to $B^\dagger v = 0$, which is the role of the squared norm in the derivation above.

In `compatible_loss`, the first part cancels the nonzero factor $2i$ in the commutator identity. For the second part, the equations for $A$ and $A^\dagger$ are compared component by component. The two `linear_combination` lines are the half sum and $i$ times the half difference, and the term with `Complex.I_sq` supplies $i^2 = -1$. The converse direction substitutes the two eigenvalue equations.

`hermitian_form` moves a Hermitian matrix across the inner product. `mean_energy_and_loss` uses it to show that the quadratic forms are real, and its internal step `key` compares real and imaginary parts. In `modes_orthogonal`, a different `key` proves orthogonality for one Hermitian matrix, and is applied to `H` or to `W` according to which eigenvalue differs. The last two theorems check the examples with $W = \sigma_z$ and $W = 2 + \sigma_x$ entry by entry, with the unnormalised vectors $(1, i)$ and $(1, 1)$.

## Reading eigensolver output

In a calculation with a complex absorbing potential and a finite orthonormal basis, a non-Hermitian eigensolver returns pairs $(\lambda, v)$ with $E = \operatorname{Re}\lambda$ and $g = -\operatorname{Im}\lambda$. Whether or not $H$ and $W$ commute, these must agree, up to numerical error, with

$$E = \frac{v^\dagger H v}{v^\dagger v}, \qquad g = \frac{v^\dagger W v}{v^\dagger v}.$$

This gives a cheap test of the output. The vector on the left must be conjugated, even if the code normalises its eigenvectors by $v^T v = 1$.

If $HW - WH$ is zero, the stronger reading applies to every mode, and the residuals $Hv - Ev$ and $Wv - gv$ should vanish to numerical accuracy as well. If it is not zero, some modes may still be eigenvectors of both matrices, and the residuals show which. An absorbing potential that is confined to the edge of a grid generally does not commute with the kinetic energy, and then $g$, still the decay rate of the mode's amplitude, is the mean value of $W$ in the mode and need not be an eigenvalue of $W$.

## Uniform loss and a single site

If every state loses amplitude at the same rate $\gamma$, then $W = \gamma$ times the identity, which commutes with every $H$. The modes are the eigenvectors of $H$, and each eigenvalue $E$ becomes $E - i\gamma$. For a single site, $H$ and $W$ are real numbers, they always commute, and the complex eigenvalue is $H - iW$ itself.
